# Exact transport of a continuously differentiable projector by Kato's generator

## A subspace that moves at finite speed

A quantum system starts in an eigenspace of its Hamiltonian, and a control field then turns that eigenspace. At finite speed, transitions generally carry part of the state out of it. Can an extra term in the Hamiltonian prevent this leakage at any speed?

Let $P(t)$ be the projector onto the subspace, $P^2=P$, with velocity $P'$. Kato's generator is the commutator
$$K=[P',P]=P'P-PP'.$$
With $\hbar=1$, adding $K$ to $-iH$ means replacing $H$ by $H+iK$; the added term $iK$ is Hermitian if $P(t)^\dagger=P(t)$ at all times. For a finite-level system with $H$ continuous in time and commuting with $P$, this counterdiabatic term keeps the state in the moving subspace.

## The statement and its scope

Let $P'$ and $G$ be continuous, let $G(t)$ commute with $P(t)$, and let $U'=(G+K)U$ with $U(0)=1$. Then, for all real $t$,
$$U(t)P(0)=P(t)U(t).$$

This is `counterdiabatic_transport`; `kato_transport` is the case $G=0$. The operators live in a real normed algebra `A`, which covers matrices and bounded operators but not unbounded Hamiltonians. `HasDerivAt P (P' t) t` says that `P'` is the velocity of `P`. The evolution $U$ is assumed to solve its equation; its existence is not derived.

In `state_follows_subspace`, $G=-iH$ with complex matrices, and `*ᵥ` applies a matrix to a vector. The condition $HP=PH$ expresses that $H$ itself does not couple the subspace to the rest, as when $P$ is a spectral projector of $H$. The conclusion fixes the subspace, not the state within it. How well a slow drive follows without $K$ is the separate question that an adiabatic theorem addresses.

## The defect obeys a linear equation

Differentiating $P^2=P$ gives $P'P+PP'=P'$. Multiplying by $P$ from the left gives $PP'P+PP'=PP'$, so $PP'P=0$. Hence
$$KP=P'P,\qquad PK=-PP',\qquad KP-PK=P'.$$

Set $L=G+K$. Since $G$ commutes with $P$, also $P'+PL=LP$. The defect $W=PU-UP(0)$ satisfies $W(0)=0$ and
$$W'=P'U+PLU-LUP(0)=L\bigl(PU-UP(0)\bigr)=LW.$$
On $[0,T]$ continuity gives $\|L\|\le C$, so Grönwall's estimate yields $\|W(t)\|\le e^{Ct}\|W(0)\|=0$. Reversing the clock covers negative times.

## Parallelism, converse and unitarity

For $G=0$ the transport is parallel: $PU'P(0)=PKUP(0)=PKPU=-PP'PU=0$. A state that starts in the subspace has no velocity component inside the current subspace.

Conversely, let $U'=lU$ at time $t$, with $U(t)$ invertible and $UP(0)=PU$ at all times. Differentiation gives $lPU=P'U+PlU$. Cancelling $U$ leaves $lP-Pl=P'=KP-PK$, so $l-K$ commutes with $P$.

If $P^\dagger=P$, then $K^\dagger=-K$. For $G=0$ this gives $(U^\dagger U)'=U^\dagger(K^\dagger+K)U=0$, so $U^\dagger U=1$. The difference $Y=UU^\dagger-1$ obeys $Y'=KY-YK$ and $Y(0)=0$, so it vanishes by the same growth estimate. Therefore $P(t)=U(t)P(0)U(t)^\dagger$.

## The smallest moving case

Take $G=0$. In dimension one a differentiable projector is constantly 0 or 1, so $K=0$ and $U=1$. Motion first appears in the plane, for the projector onto the line at angle $t$:
$$P=\tfrac12\begin{pmatrix}1+\cos2t&\sin2t\\ \sin2t&1-\cos2t\end{pmatrix},\qquad K=\begin{pmatrix}0&-1\\1&0\end{pmatrix}.$$
Here $U(t)$ is the rotation by $t$.

## The Lean file

```lean
import Mathlib

open Matrix
open scoped Matrix.Norms.Operator

namespace KatoTransport

noncomputable section

variable {A : Type*} [NormedRing A] [NormedAlgebra ℝ A]

/-- Kato's generator: the commutator `[v, p]` of the velocity `v` of a projector with the
projector `p` itself. -/
def katoGenerator (p v : A) : A := v * p - p * v

/-- The velocity `v` of a moving projector satisfies `v P + P v = v`. -/
theorem velocity_rule {P : ℝ → A} {v : A} {t : ℝ} (hP : ∀ s, P s * P s = P s)
    (hd : HasDerivAt P v t) : v * P t + P t * v = v := by
  have h : HasDerivAt (fun s => P s * P s) (v * P t + P t * v) t := hd.mul hd
  have e : (fun s => P s * P s) = P := funext hP
  rw [e] at h
  exact h.unique hd

omit [NormedAlgebra ℝ A] in
/-- The velocity has no block inside the subspace, and multiplying Kato's generator by the
projector from the right or the left leaves a single term. -/
theorem generator_blocks {p v : A} (hp : p * p = p) (hv : v * p + p * v = v) :
    p * v * p = 0 ∧ katoGenerator p v * p = v * p ∧ p * katoGenerator p v = -(p * v) := by
  have h0 : p * v * p = 0 := by
    have h : p * (v * p + p * v) = p * v := by rw [hv]
    rw [mul_add, ← mul_assoc, ← mul_assoc, hp] at h
    simpa using h
  refine ⟨h0, ?_, ?_⟩
  · rw [katoGenerator, sub_mul, mul_assoc v p p, hp, h0, sub_zero]
  · rw [katoGenerator, mul_sub, ← mul_assoc, ← mul_assoc, hp, h0, zero_sub]

/-- A quantity that vanishes at time zero and whose rate of change is bounded by a continuous
multiple of its own size vanishes at all times. -/
theorem eq_zero_of_growth {W W' : ℝ → A} {c : ℝ → ℝ} (hc : Continuous c)
    (hW : ∀ t, HasDerivAt W (W' t) t) (hb : ∀ t, ‖W' t‖ ≤ c t * ‖W t‖)
    (h0 : W 0 = 0) (t : ℝ) : W t = 0 := by
  -- Grönwall's estimate forwards in time
  have fwd : ∀ (V V' : ℝ → A) (d : ℝ → ℝ), Continuous d → (∀ s, HasDerivAt V (V' s) s) →
      (∀ s, ‖V' s‖ ≤ d s * ‖V s‖) → V 0 = 0 → ∀ s, 0 ≤ s → V s = 0 := by
    intro V V' d hd hV hb h0 s hs
    obtain ⟨C, hC⟩ := (isCompact_Icc : IsCompact (Set.Icc (0 : ℝ) s)).exists_bound_of_continuousOn
      hd.continuousOn
    have bound : ∀ x ∈ Set.Ico 0 s, ‖V' x‖ ≤ C * ‖V x‖ + 0 := by
      intro x hx
      have h1 : d x ≤ C := (le_abs_self _).trans (hC x ⟨hx.1, hx.2.le⟩)
      have h2 := mul_le_mul_of_nonneg_right h1 (norm_nonneg (V x))
      linarith [hb x]
    have h := norm_le_gronwallBound_of_norm_deriv_right_le (δ := 0)
      (fun x _ => (hV x).continuousAt.continuousWithinAt)
      (fun x _ => (hV x).hasDerivWithinAt) (by simp [h0]) bound s ⟨hs, le_rfl⟩
    rw [gronwallBound_ε0_δ0] at h
    exact norm_le_zero_iff.mp h
  rcases le_total 0 t with ht | ht
  · exact fwd W W' c hc hW hb h0 t ht
  · -- backwards in time: reverse the clock
    have h := fwd (fun s => W (-s)) (fun s => -W' (-s)) (fun s => c (-s))
      (hc.comp continuous_neg)
      (fun s => by
        have h := (hW (-s)).scomp s (hasDerivAt_neg' s)
        rw [neg_one_smul] at h
        exact h)
      (fun s => by rw [norm_neg]; exact hb (-s)) (by simp [h0]) (-t) (by linarith)
    simpa using h

/-- Counterdiabatic driving: if `G` commutes with the moving projector `P`, the evolution generated
by `G + [P', P]` satisfies `U(t) P(0) = P(t) U(t)` at all times. -/
theorem counterdiabatic_transport {P P' G U : ℝ → A} (hP : ∀ t, P t * P t = P t)
    (hd : ∀ t, HasDerivAt P (P' t) t) (hc : Continuous P') (hG : Continuous G)
    (hcomm : ∀ t, G t * P t = P t * G t)
    (hU : ∀ t, HasDerivAt U ((G t + katoGenerator (P t) (P' t)) * U t) t)
    (h0 : U 0 = 1) (t : ℝ) : U t * P 0 = P t * U t := by
  have hPc : Continuous P := continuous_iff_continuousAt.mpr fun s => (hd s).continuousAt
  have hL : Continuous fun s => G s + katoGenerator (P s) (P' s) :=
    hG.add ((hc.mul hPc).sub (hPc.mul hc))
  have key : ∀ s, P' s + P s * (G s + katoGenerator (P s) (P' s))
      = (G s + katoGenerator (P s) (P' s)) * P s := by
    intro s
    have hv := velocity_rule hP (hd s)
    obtain ⟨-, h1, h2⟩ := generator_blocks (hP s) hv
    rw [mul_add, add_mul, h1, h2, hcomm]
    linear_combination (norm := noncomm_ring) -hv
  -- the defect of the intertwining relation solves the same linear equation
  have hW : ∀ s, HasDerivAt (fun r => P r * U r - U r * P 0)
      ((G s + katoGenerator (P s) (P' s)) * (P s * U s - U s * P 0)) s := by
    intro s
    refine HasDerivAt.congr_deriv (((hd s).mul (hU s)).sub ((hU s).mul_const (P 0))) ?_
    rw [mul_sub, ← mul_assoc (P s), ← add_mul, key s]
    simp only [mul_assoc]
  have h := eq_zero_of_growth hL.norm hW (fun s => norm_mul_le _ _) (by simp [h0]) t
  exact (sub_eq_zero.mp h).symm

/-- Kato transport: the evolution generated by `[P', P]` alone satisfies
`U(t) P(0) = P(t) U(t)` at all times. -/
theorem kato_transport {P P' U : ℝ → A} (hP : ∀ t, P t * P t = P t)
    (hd : ∀ t, HasDerivAt P (P' t) t) (hc : Continuous P')
    (hU : ∀ t, HasDerivAt U (katoGenerator (P t) (P' t) * U t) t)
    (h0 : U 0 = 1) (t : ℝ) : U t * P 0 = P t * U t :=
  counterdiabatic_transport (G := fun _ => 0) hP hd hc continuous_const (by simp)
    (fun s => by simpa using hU s) h0 t

/-- Kato transport is parallel: the rate of change of a transported state of the subspace has
no component inside the current subspace. -/
theorem kato_parallel {P P' U : ℝ → A} (hP : ∀ t, P t * P t = P t)
    (hd : ∀ t, HasDerivAt P (P' t) t) (hc : Continuous P')
    (hU : ∀ t, HasDerivAt U (katoGenerator (P t) (P' t) * U t) t)
    (h0 : U 0 = 1) (t : ℝ) : P t * deriv U t * P 0 = 0 := by
  obtain ⟨h1, -, h2⟩ := generator_blocks (hP t) (velocity_rule hP (hd t))
  rw [(hU t).deriv, ← mul_assoc, mul_assoc _ (U t), kato_transport hP hd hc hU h0 t,
    ← mul_assoc, h2, neg_mul, h1, neg_zero, zero_mul]

/-- Converse: if `U(s) P(0) = P(s) U(s)` at all times `s`, and at time `t` the evolution is
invertible and has generator `l`, then `l` differs from Kato's generator by a term that commutes
with the projector. -/
theorem generator_of_transport {P U : ℝ → A} {v l : A} {t : ℝ} (hP : ∀ s, P s * P s = P s)
    (hd : HasDerivAt P v t) (hU : HasDerivAt U (l * U t) t) (hu : IsUnit (U t))
    (hint : ∀ s, U s * P 0 = P s * U s) :
    (l - katoGenerator (P t) v) * P t = P t * (l - katoGenerator (P t) v) := by
  have hv := velocity_rule hP hd
  obtain ⟨-, k1, k2⟩ := generator_blocks (hP t) hv
  have h1 : HasDerivAt (fun s => U s * P 0) (l * U t * P 0) t := hU.mul_const _
  have h2 : HasDerivAt (fun s => P s * U s) (v * U t + P t * (l * U t)) t := hd.mul hU
  have e : (fun s => U s * P 0) = fun s => P s * U s := funext hint
  rw [e] at h1
  -- differentiate the intertwining relation and cancel the evolution
  have h3 := h1.unique h2
  rw [mul_assoc, hint t, ← mul_assoc, ← mul_assoc, ← add_mul] at h3
  have h4 := hu.mul_right_cancel h3
  rw [sub_mul, mul_sub, k1, k2, h4]
  linear_combination (norm := noncomm_ring) -hv

/-- For self-adjoint projectors the Kato evolution is unitary, and the current projector is the
initial one conjugated by it. -/
theorem kato_unitary [StarRing A] [ContinuousStar A] [StarModule ℝ A] {P P' U : ℝ → A}
    (hP : ∀ t, P t * P t = P t) (hs : ∀ t, star (P t) = P t)
    (hd : ∀ t, HasDerivAt P (P' t) t) (hc : Continuous P')
    (hU : ∀ t, HasDerivAt U (katoGenerator (P t) (P' t) * U t) t) (h0 : U 0 = 1) (t : ℝ) :
    star (U t) * U t = 1 ∧ U t * star (U t) = 1 ∧ P t = U t * P 0 * star (U t) := by
  have hPc : Continuous P := continuous_iff_continuousAt.mpr fun s => (hd s).continuousAt
  have hK : Continuous fun s => katoGenerator (P s) (P' s) := (hc.mul hPc).sub (hPc.mul hc)
  -- the generator is anti-self-adjoint
  have hstar : ∀ s, star (katoGenerator (P s) (P' s)) = -katoGenerator (P s) (P' s) := by
    intro s
    have h : HasDerivAt (fun r => star (P r)) (star (P' s)) s := (hd s).star
    have e : (fun r => star (P r)) = P := funext hs
    rw [e] at h
    rw [katoGenerator, star_sub, star_mul, star_mul, hs, h.unique (hd s), neg_sub]
  have hl : ∀ s, HasDerivAt (fun r => star (U r) * U r - 1) 0 s := by
    intro s
    refine HasDerivAt.congr_deriv (((hU s).star.mul (hU s)).sub_const 1) ?_
    rw [star_mul, hstar]
    noncomm_ring
  have hr : ∀ s, HasDerivAt (fun r => U r * star (U r) - 1)
      (katoGenerator (P s) (P' s) * (U s * star (U s) - 1)
        - (U s * star (U s) - 1) * katoGenerator (P s) (P' s)) s := by
    intro s
    refine HasDerivAt.congr_deriv (((hU s).mul (hU s).star).sub_const 1) ?_
    rw [star_mul, hstar]
    noncomm_ring
  have h1 := eq_zero_of_growth (c := fun _ => 0) (W' := fun _ => 0) continuous_const hl
    (fun s => by simp) (by simp [h0]) t
  have h2 := eq_zero_of_growth (hK.norm.const_mul 2) hr (fun s => by
    have a := norm_sub_le (katoGenerator (P s) (P' s) * (U s * star (U s) - 1))
      ((U s * star (U s) - 1) * katoGenerator (P s) (P' s))
    have b := norm_mul_le (katoGenerator (P s) (P' s)) (U s * star (U s) - 1)
    have d := norm_mul_le (U s * star (U s) - 1) (katoGenerator (P s) (P' s))
    linarith) (by simp [h0]) t
  have h3 : U t * star (U t) = 1 := sub_eq_zero.mp h2
  refine ⟨sub_eq_zero.mp h1, h3, ?_⟩
  rw [kato_transport hP hd hc hU h0 t, mul_assoc, h3, mul_one]

/-- A state vector that starts in the subspace stays in the moving subspace when the Hamiltonian
`H`, which commutes with the projector, is supplemented by `i` times Kato's generator. -/
theorem state_follows_subspace {n : Type*} [Fintype n] [DecidableEq n]
    {P P' H U : ℝ → Matrix n n ℂ} (hP : ∀ t, P t * P t = P t)
    (hd : ∀ t, HasDerivAt P (P' t) t) (hc : Continuous P') (hH : Continuous H)
    (hcomm : ∀ t, H t * P t = P t * H t)
    (hU : ∀ t, HasDerivAt U (((-Complex.I) • H t + katoGenerator (P t) (P' t)) * U t) t)
    (h0 : U 0 = 1) (ψ : n → ℂ) (hψ : P 0 *ᵥ ψ = ψ) (t : ℝ) :
    P t *ᵥ (U t *ᵥ ψ) = U t *ᵥ ψ := by
  have hG : Continuous fun s => (-Complex.I) • H s := hH.const_smul (-Complex.I)
  have h := counterdiabatic_transport (G := fun s => (-Complex.I) • H s) hP hd hc
    hG (fun s => by rw [Matrix.smul_mul, Matrix.mul_smul, hcomm]) hU h0 t
  rw [Matrix.mulVec_mulVec, ← h, ← Matrix.mulVec_mulVec, hψ]

/-- The projector onto the line at angle `t` in the plane. -/
def lineProjector (t : ℝ) : Matrix (Fin 2) (Fin 2) ℝ :=
  (1 / 2 : ℝ) • !![1, 0; 0, 1] +
    ((Real.cos (2 * t) / 2) • !![1, 0; 0, -1] + (Real.sin (2 * t) / 2) • !![0, 1; 1, 0])

/-- The velocity of the rotating line projector. -/
def lineVelocity (t : ℝ) : Matrix (Fin 2) (Fin 2) ℝ :=
  (-Real.sin (2 * t)) • !![1, 0; 0, -1] + Real.cos (2 * t) • !![0, 1; 1, 0]

/-- The rotation of the plane by the angle `t`. -/
def rotation (t : ℝ) : Matrix (Fin 2) (Fin 2) ℝ :=
  Real.cos t • !![1, 0; 0, 1] + Real.sin t • !![0, -1; 1, 0]

/-- The rotating line projector and the rotation matrix satisfy all hypotheses of Kato
transport. -/
theorem kato_transport_witness :
    (∀ t, lineProjector t * lineProjector t = lineProjector t) ∧
    (∀ t, HasDerivAt lineProjector (lineVelocity t) t) ∧ Continuous lineVelocity ∧
    (∀ t, HasDerivAt rotation
      (katoGenerator (lineProjector t) (lineVelocity t) * rotation t) t) ∧
    rotation 0 = 1 := by
  refine ⟨fun t => ?_, fun t => ?_, ?_, fun t => ?_, ?_⟩
  · have h := Real.sin_sq_add_cos_sq (2 * t)
    unfold lineProjector
    generalize Real.sin (2 * t) = s at *
    generalize Real.cos (2 * t) = c at *
    ext i j
    fin_cases i <;> fin_cases j <;> simp [Matrix.mul_apply, Fin.sum_univ_succ] <;>
      first | ring1 | nlinarith [h]
  · have h2 : HasDerivAt (fun s : ℝ => 2 * s) 2 t := by
      simpa using (hasDerivAt_id t).const_mul (2 : ℝ)
    have hc : HasDerivAt (fun s : ℝ => Real.cos (2 * s) / 2) (-Real.sin (2 * t)) t :=
      (h2.cos.div_const 2).congr_deriv (by ring)
    have hs : HasDerivAt (fun s : ℝ => Real.sin (2 * s) / 2) (Real.cos (2 * t)) t :=
      (h2.sin.div_const 2).congr_deriv (by ring)
    exact ((hc.smul_const _).add (hs.smul_const _)).const_add _
  · unfold lineVelocity
    fun_prop
  · -- the generator is the constant generator of rotations
    have hK : katoGenerator (lineProjector t) (lineVelocity t) = !![0, -1; 1, 0] := by
      have h := Real.sin_sq_add_cos_sq (2 * t)
      unfold katoGenerator lineProjector lineVelocity
      generalize Real.sin (2 * t) = s at *
      generalize Real.cos (2 * t) = c at *
      ext i j
      fin_cases i <;> fin_cases j <;> simp <;>
        first | ring1 | nlinarith [h]
    rw [hK]
    refine HasDerivAt.congr_deriv (((Real.hasDerivAt_cos t).smul_const _).add
      ((Real.hasDerivAt_sin t).smul_const _)) ?_
    ext i j
    fin_cases i <;> fin_cases j <;> simp [rotation, Matrix.mul_apply, Fin.sum_univ_succ]
  · ext i j
    fin_cases i <;> fin_cases j <;> simp [rotation]

end

end KatoTransport
```

```lean
#print axioms KatoTransport.kato_parallel
#print axioms KatoTransport.generator_of_transport
#print axioms KatoTransport.kato_unitary
#print axioms KatoTransport.state_follows_subspace
```

```
'KatoTransport.kato_parallel' depends on axioms: [propext, Classical.choice, Quot.sound]
'KatoTransport.generator_of_transport' depends on axioms: [propext, Classical.choice, Quot.sound]
'KatoTransport.kato_unitary' depends on axioms: [propext, Classical.choice, Quot.sound]
'KatoTransport.state_follows_subspace' depends on axioms: [propext, Classical.choice, Quot.sound]
```

## How the proof follows the calculation

`velocity_rule` differentiates $P^2=P$ by the product rule and uses uniqueness of the derivative. `generator_blocks` supplies $PP'P=0$ and the formulas for $KP$ and $PK$.

`eq_zero_of_growth` is the Grönwall step: compactness of the interval bounds the continuous coefficient, and the forward result is applied to $W(-s)$ for negative times.

In `counterdiabatic_transport`, `key` is $P'+PL=LP$, and `hW` is $W'=LW$. The call `linear_combination (norm := noncomm_ring) -hv` inserts the velocity rule while respecting the order of factors.

`kato_parallel` and `generator_of_transport` follow the short calculations above. In `kato_unitary`, `hstar` is $K^\dagger=-K$, while `hl` and `hr` are the equations for $U^\dagger U-1$ and $UU^\dagger-1$. `state_follows_subspace` applies the intertwining relation to a vector with $P(0)\psi=\psi$.

`kato_transport_witness` checks the rotating line entry by entry with $\sin^2+\cos^2=1$, confirming that a projector that really moves meets the hypotheses of `kato_transport`.
